# The Fermi operator minimises the grand-canonical free energy of non-interacting fermions in a finite basis

The quantity varied is a one-particle density matrix $P$, a Hermitian $n\times n$ matrix that need not commute with the Hamiltonian $H$. Its entropy is computed from its own eigenvalues and is that of the uncorrelated many-fermion state (Gaussian, without pairing) with this density matrix. Among all such $P$ with eigenvalues between 0 and 1, at temperature $T>0$ and chemical potential $\mu$, the free energy is lowest at the Fermi-Dirac function of $H$ and nowhere else.

In Lean 4 with Mathlib:

```lean
import Mathlib

open Matrix

noncomputable section

namespace MatrixMermin

variable {n : Type*} [Fintype n] [DecidableEq n]

/-- The Fermi-Dirac occupation of a level of energy `e`. -/
def fermi (T μ e : ℝ) : ℝ := 1 / (1 + Real.exp ((e - μ) / T))

/-- The matrix `U diag(d) Uᴴ`. If `U` is unitary, its eigenvalues are `d` and its eigenvectors are
the columns of `U`. -/
def spectralOp (U : Matrix n n ℂ) (d : n → ℝ) : Matrix n n ℂ :=
  U * diagonal (fun i => (d i : ℂ)) * Uᴴ

/-- The matrix whose columns are orthonormal eigenvectors of a Hermitian matrix. -/
def eigvecs {A : Matrix n n ℂ} (hA : A.IsHermitian) : Matrix n n ℂ :=
  (hA.eigenvectorUnitary : Matrix n n ℂ)

/-- The Fermi operator: the Fermi-Dirac function applied to the Hamiltonian. -/
def fermiOperator {H : Matrix n n ℂ} (hH : H.IsHermitian) (T μ : ℝ) : Matrix n n ℂ :=
  spectralOp (eigvecs hH) (fun i => fermi T μ (hH.eigenvalues i))

/-- The Mermin functional `Re tr((H - μ)P) - T ∑ s(p_j)` of a Hermitian matrix `P` with eigenvalues
`p_j`, where `s` is the binary entropy. -/
def merminFunctional (H : Matrix n n ℂ) {P : Matrix n n ℂ} (hP : P.IsHermitian)
    (T μ : ℝ) : ℝ :=
  (trace ((H - (μ : ℂ) • (1 : Matrix n n ℂ)) * P)).re
    - T * ∑ j, Real.binEntropy (hP.eigenvalues j)

/-- The grand potential of independent fermions, `-T ∑ log(1 + exp((μ - λ_j)/T))`. -/
def grandPotential {H : Matrix n n ℂ} (hH : H.IsHermitian) (T μ : ℝ) : ℝ :=
  -T * ∑ i, Real.log (1 + Real.exp ((μ - hH.eigenvalues i) / T))

/-- The excess free energy of a single level `e` with occupation `p`. -/
def levelExcess (T μ e p : ℝ) : ℝ :=
  (e - μ) * p - T * Real.binEntropy p + T * Real.log (1 + Real.exp ((μ - e) / T))

lemma relEntropy_pos {p f : ℝ} (hp : 0 ≤ p) (hf : 0 < f) (h : p ≠ f) :
    p - f < p * (Real.log p - Real.log f) := by
  rcases hp.eq_or_lt with rfl | hp
  · simpa using hf
  · have h1 : f / p ≠ 1 := fun h2 => h ((div_eq_one_iff_eq hp.ne').mp h2).symm
    have h2 := Real.log_lt_sub_one_of_pos (div_pos hf hp) h1
    rw [Real.log_div hf.ne' hp.ne'] at h2
    have h3 := mul_lt_mul_of_pos_left h2 hp
    have h4 : p * (f / p - 1) = f - p := by field_simp
    linarith

lemma fermi_bounds (T μ e : ℝ) : 0 < fermi T μ e ∧ fermi T μ e < 1 := by
  have h := Real.exp_pos ((e - μ) / T)
  unfold fermi
  exact ⟨by positivity, by rw [div_lt_one (by positivity)]; linarith⟩

/-- The excess free energy of a level is `T` times the relative entropy between its
occupation and the Fermi-Dirac occupation. -/
theorem levelExcess_eq {T : ℝ} (hT : 0 < T) (μ e p : ℝ) :
    levelExcess T μ e p = T * (p * (Real.log p - Real.log (fermi T μ e))
      + (1 - p) * (Real.log (1 - p) - Real.log (1 - fermi T μ e))) := by
  have hx := Real.exp_pos ((μ - e) / T)
  have hf : fermi T μ e = Real.exp ((μ - e) / T) / (1 + Real.exp ((μ - e) / T)) := by
    have h : Real.exp ((μ - e) / T) * Real.exp ((e - μ) / T) = 1 := by
      rw [← Real.exp_add, ← Real.exp_zero]
      congr 1
      ring
    unfold fermi
    rw [div_eq_div_iff (by positivity) (by positivity)]
    linear_combination -h
  have hg : 1 - fermi T μ e = (1 + Real.exp ((μ - e) / T))⁻¹ := by
    rw [hf]
    field_simp
    try ring
  rw [hg, hf, Real.log_inv, Real.log_div hx.ne' (by positivity), Real.log_exp]
  unfold levelExcess Real.binEntropy
  rw [Real.log_inv, Real.log_inv]
  have h : T * ((μ - e) / T) = μ - e := by field_simp
  linear_combination p * h

/-- A level has zero excess free energy at the Fermi-Dirac occupation and positive excess at
every other occupation between 0 and 1. -/
theorem levelExcess_min {T : ℝ} (hT : 0 < T) (μ e : ℝ) {p : ℝ} (h0 : 0 ≤ p) (h1 : p ≤ 1) :
    0 ≤ levelExcess T μ e p ∧ (levelExcess T μ e p = 0 ↔ p = fermi T μ e) := by
  by_cases h : p = fermi T μ e
  · have hz : levelExcess T μ e p = 0 := by rw [levelExcess_eq hT, ← h]; ring
    exact ⟨hz.ge, fun _ => h, fun _ => hz⟩
  · obtain ⟨hf0, hf1⟩ := fermi_bounds T μ e
    have a := relEntropy_pos h0 hf0 h
    have b := relEntropy_pos (sub_nonneg.mpr h1) (sub_pos.mpr hf1)
      (fun h2 => h (by linarith))
    have hpos : 0 < levelExcess T μ e p := by
      rw [levelExcess_eq hT]
      exact mul_pos hT (by linarith)
    exact ⟨hpos.le, fun h2 => absurd h2 hpos.ne', fun h2 => absurd h2 h⟩

lemma eigvecs_unitary {A : Matrix n n ℂ} (hA : A.IsHermitian) :
    (eigvecs hA)ᴴ * eigvecs hA = 1 :=
  Matrix.mem_unitaryGroup_iff'.mp hA.eigenvectorUnitary.2

lemma spectral {A : Matrix n n ℂ} (hA : A.IsHermitian) :
    spectralOp (eigvecs hA) hA.eigenvalues = A := by
  refine (hA.spectral_theorem.trans ?_).symm
  rw [Unitary.conjStarAlgAut_apply]
  rfl

lemma row_sum {W : Matrix n n ℂ} (h : W * Wᴴ = 1) (i : n) :
    ∑ j, Complex.normSq (W i j) = 1 := by
  have h2 := congrFun (congrFun h i) i
  rw [Matrix.mul_apply, Matrix.one_apply_eq] at h2
  apply Complex.ofReal_injective
  rw [Complex.ofReal_sum, Complex.ofReal_one, ← h2]
  exact Finset.sum_congr rfl fun j _ => (Complex.mul_conj _).symm

lemma overlap_unitary {U V : Matrix n n ℂ} (hU : Uᴴ * U = 1) (hV : Vᴴ * V = 1) :
    (Uᴴ * V) * (Uᴴ * V)ᴴ = 1 := by
  rw [conjTranspose_mul, conjTranspose_conjTranspose]
  calc Uᴴ * V * (Vᴴ * U) = Uᴴ * (V * Vᴴ) * U := by simp only [Matrix.mul_assoc]
    _ = 1 := by rw [mul_eq_one_comm.mp hV, Matrix.mul_one, hU]

lemma col_sum {W : Matrix n n ℂ} (h : W * Wᴴ = 1) (j : n) :
    ∑ i, Complex.normSq (W i j) = 1 := by
  have h2 := row_sum (W := Wᴴ)
    (by rw [conjTranspose_conjTranspose]; exact mul_eq_one_comm.mp h) j
  simpa [conjTranspose_apply] using h2

/-- The real part of the trace of `U diag(a) Uᴴ` times `V diag(b) Vᴴ` is the sum of the products `a
i * b j`, weighted by the squared moduli of the entries of `Uᴴ * V`. -/
theorem trace_overlap (U V : Matrix n n ℂ) (a b : n → ℝ) :
    (trace (spectralOp U a * spectralOp V b)).re
      = ∑ i, ∑ j, Complex.normSq ((Uᴴ * V) i j) * (a i * b j) := by
  have h : trace (spectralOp U a * spectralOp V b)
      = trace (diagonal (fun i => (a i : ℂ)) * (Uᴴ * V)
        * (diagonal (fun i => (b i : ℂ)) * (Uᴴ * V)ᴴ)) := by
    unfold spectralOp
    rw [conjTranspose_mul, conjTranspose_conjTranspose, Matrix.mul_assoc U,
      Matrix.mul_assoc U, trace_mul_comm]
    simp only [Matrix.mul_assoc]
  rw [h]
  generalize Uᴴ * V = W
  rw [Matrix.trace, Complex.re_sum]
  refine Finset.sum_congr rfl fun i _ => ?_
  rw [Matrix.diag_apply, Matrix.mul_apply, Complex.re_sum]
  refine Finset.sum_congr rfl fun j _ => ?_
  rw [diagonal_mul, diagonal_mul, conjTranspose_apply]
  simp only [Complex.mul_re, Complex.mul_im, Complex.ofReal_re, Complex.ofReal_im,
    Complex.star_def, Complex.conj_re, Complex.conj_im, Complex.normSq_apply]
  ring

lemma spectralOp_eq_iff {U V : Matrix n n ℂ} (hU : Uᴴ * U = 1) (hV : Vᴴ * V = 1)
    (a b : n → ℝ) : spectralOp U a = spectralOp V b ↔
      ∀ i j, (a i : ℂ) * (Uᴴ * V) i j = (Uᴴ * V) i j * (b j : ℂ) := by
  have key : spectralOp U a = spectralOp V b ↔
      diagonal (fun i => (a i : ℂ)) * (Uᴴ * V)
        = (Uᴴ * V) * diagonal (fun i => (b i : ℂ)) := by
    unfold spectralOp
    generalize diagonal (fun i => (a i : ℂ)) = A
    generalize diagonal (fun i => (b i : ℂ)) = B
    constructor <;> intro h
    · calc A * (Uᴴ * V) = (Uᴴ * U) * A * (Uᴴ * V) := by rw [hU, Matrix.one_mul]
        _ = Uᴴ * (U * A * Uᴴ) * V := by simp only [Matrix.mul_assoc]
        _ = Uᴴ * V * B * (Vᴴ * V) := by rw [h]; simp only [Matrix.mul_assoc]
        _ = Uᴴ * V * B := by rw [hV, Matrix.mul_one]
    · calc U * A * Uᴴ = U * A * Uᴴ * (V * Vᴴ) := by
            rw [mul_eq_one_comm.mp hV, Matrix.mul_one]
        _ = U * (A * (Uᴴ * V)) * Vᴴ := by simp only [Matrix.mul_assoc]
        _ = (U * Uᴴ) * (V * B * Vᴴ) := by rw [h]; simp only [Matrix.mul_assoc]
        _ = V * B * Vᴴ := by rw [mul_eq_one_comm.mp hU, Matrix.one_mul]
  rw [key, ← Matrix.ext_iff]
  simp only [diagonal_mul, mul_diagonal]

lemma spectralOp_shift {U : Matrix n n ℂ} (hU : Uᴴ * U = 1) (a : n → ℝ) (μ : ℝ) :
    spectralOp U (fun i => a i - μ) = spectralOp U a - (μ : ℂ) • (1 : Matrix n n ℂ) := by
  have hd : diagonal (fun i => ((a i - μ : ℝ) : ℂ))
      = diagonal (fun i => (a i : ℂ)) - (μ : ℂ) • (1 : Matrix n n ℂ) := by
    ext i j
    by_cases h : i = j
    · subst h; simp
    · simp [h]
  unfold spectralOp
  rw [hd, Matrix.mul_sub, Matrix.sub_mul, Matrix.mul_smul, Matrix.smul_mul, Matrix.mul_one,
    mul_eq_one_comm.mp hU]

/-- The Mermin functional exceeds the grand potential by the level excesses, weighted by the
squared overlaps of the eigenvectors of `H` and `P`. -/
theorem mermin_excess {H P : Matrix n n ℂ} (hH : H.IsHermitian) (hP : P.IsHermitian)
    (T μ : ℝ) : merminFunctional H hP T μ - grandPotential hH T μ
      = ∑ i, ∑ j, Complex.normSq (((eigvecs hH)ᴴ * eigvecs hP) i j)
          * levelExcess T μ (hH.eigenvalues i) (hP.eigenvalues j) := by
  have hW := overlap_unitary (eigvecs_unitary hH) (eigvecs_unitary hP)
  have htr := trace_overlap (eigvecs hH) (eigvecs hP)
    (fun i => hH.eigenvalues i - μ) hP.eigenvalues
  rw [spectralOp_shift (eigvecs_unitary hH) hH.eigenvalues μ, spectral hH, spectral hP] at htr
  unfold merminFunctional grandPotential
  rw [htr]
  generalize (eigvecs hH)ᴴ * eigvecs hP = W at hW ⊢
  -- unit column and row sums distribute the entropy and the grand potential over pairs
  have h1 : ∑ j, Real.binEntropy (hP.eigenvalues j)
      = ∑ i, ∑ j, Complex.normSq (W i j) * Real.binEntropy (hP.eigenvalues j) := by
    rw [Finset.sum_comm]
    refine Finset.sum_congr rfl fun j _ => ?_
    rw [← Finset.sum_mul, col_sum hW, one_mul]
  have h2 : ∑ i, Real.log (1 + Real.exp ((μ - hH.eigenvalues i) / T))
      = ∑ i, ∑ j, Complex.normSq (W i j)
          * Real.log (1 + Real.exp ((μ - hH.eigenvalues i) / T)) := by
    refine Finset.sum_congr rfl fun i _ => ?_
    rw [← Finset.sum_mul, row_sum hW, one_mul]
  rw [h1, h2]
  simp only [Finset.mul_sum, ← Finset.sum_sub_distrib]
  refine Finset.sum_congr rfl fun i _ => Finset.sum_congr rfl fun j _ => ?_
  unfold levelExcess
  ring

/-- For `T > 0` and occupations between 0 and 1 the Mermin functional is at least the grand
potential, with equality exactly when `P` is the Fermi operator. -/
theorem mermin_principle {H P : Matrix n n ℂ} (hH : H.IsHermitian) (hP : P.IsHermitian)
    {T : ℝ} (hT : 0 < T) (μ : ℝ)
    (hocc : ∀ j, 0 ≤ hP.eigenvalues j ∧ hP.eigenvalues j ≤ 1) :
    grandPotential hH T μ ≤ merminFunctional H hP T μ ∧
      (merminFunctional H hP T μ = grandPotential hH T μ ↔ P = fermiOperator hH T μ) := by
  have hex := mermin_excess hH hP T μ
  have hmin := fun i j => levelExcess_min hT μ (hH.eigenvalues i) (hocc j).1 (hocc j).2
  have hnn := fun i j => mul_nonneg
    (Complex.normSq_nonneg (((eigvecs hH)ᴴ * eigvecs hP) i j)) (hmin i j).1
  have hrow : ∀ i ∈ (Finset.univ : Finset n),
      0 ≤ ∑ j, Complex.normSq (((eigvecs hH)ᴴ * eigvecs hP) i j)
        * levelExcess T μ (hH.eigenvalues i) (hP.eigenvalues j) :=
    fun i _ => Finset.sum_nonneg fun j _ => hnn i j
  have hF : P = fermiOperator hH T μ ↔
      ∀ i j, (fermi T μ (hH.eigenvalues i) : ℂ) * ((eigvecs hH)ᴴ * eigvecs hP) i j
        = ((eigvecs hH)ᴴ * eigvecs hP) i j * (hP.eigenvalues j : ℂ) := by
    have h := spectralOp_eq_iff (eigvecs_unitary hH) (eigvecs_unitary hP)
      (fun i => fermi T μ (hH.eigenvalues i)) hP.eigenvalues
    rw [spectral hP] at h
    exact eq_comm.trans h
  refine ⟨sub_nonneg.mp (by rw [hex]; exact Finset.sum_nonneg hrow), ?_⟩
  rw [hF, ← sub_eq_zero, hex, Finset.sum_eq_zero_iff_of_nonneg hrow]
  -- each pair of eigenvectors either has no overlap or has matching occupations
  constructor
  · intro h i j
    have h2 := (Finset.sum_eq_zero_iff_of_nonneg fun j _ => hnn i j).mp
      (h i (Finset.mem_univ i)) j (Finset.mem_univ j)
    rcases mul_eq_zero.mp h2 with h3 | h3
    · rw [Complex.normSq_eq_zero.mp h3, mul_zero, zero_mul]
    · rw [(hmin i j).2.mp h3, mul_comm]
  · intro h i _
    refine Finset.sum_eq_zero fun j _ => ?_
    by_cases h3 : ((eigvecs hH)ᴴ * eigvecs hP) i j = 0
    · rw [h3, Complex.normSq_zero, zero_mul]
    · have h4 := h i j
      rw [mul_comm] at h4
      have h5 := Complex.ofReal_injective (mul_left_cancel₀ h3 h4)
      rw [(hmin i j).2.mpr h5.symm, mul_zero]

lemma fermiOperator_isHermitian {H : Matrix n n ℂ} (hH : H.IsHermitian) (T μ : ℝ) :
    (fermiOperator hH T μ).IsHermitian := by
  have hd (d : n → ℝ) : (diagonal (fun i => (d i : ℂ)))ᴴ = diagonal (fun i => (d i : ℂ)) := by
    rw [diagonal_conjTranspose]
    congr 1
    funext i
    simp
  unfold fermiOperator spectralOp Matrix.IsHermitian
  rw [conjTranspose_mul, conjTranspose_mul, conjTranspose_conjTranspose, hd, Matrix.mul_assoc]

/-- Every eigenvalue of the Fermi operator is the Fermi-Dirac occupation of some level
of `H`. -/
theorem fermiOperator_eigenvalues {H : Matrix n n ℂ} (hH : H.IsHermitian) (T μ : ℝ)
    (hF : (fermiOperator hH T μ).IsHermitian) (j : n) :
    ∃ i, hF.eigenvalues j = fermi T μ (hH.eigenvalues i) := by
  have h := (spectralOp_eq_iff (eigvecs_unitary hH) (eigvecs_unitary hF)
    (fun i => fermi T μ (hH.eigenvalues i)) hF.eigenvalues).mp (spectral hF).symm
  have hc := col_sum (overlap_unitary (eigvecs_unitary hH) (eigvecs_unitary hF)) j
  by_contra hne
  push Not at hne
  -- otherwise the eigenvector would be orthogonal to all eigenvectors of `H`
  refine zero_ne_one (α := ℝ) (Eq.trans (Finset.sum_eq_zero fun i _ => ?_).symm hc)
  rw [Complex.normSq_eq_zero]
  by_contra h3
  have h4 := h i j
  rw [mul_comm] at h4
  exact hne i (Complex.ofReal_injective (mul_left_cancel₀ h3 h4)).symm

/-- The grand potential is the minimum of the Mermin functional over all Hermitian density
matrices with occupations between 0 and 1. -/
theorem grandPotential_isLeast {H : Matrix n n ℂ} (hH : H.IsHermitian)
    {T : ℝ} (hT : 0 < T) (μ : ℝ) :
    IsLeast {x : ℝ | ∃ (P : Matrix n n ℂ) (hP : P.IsHermitian),
      (∀ j, 0 ≤ hP.eigenvalues j ∧ hP.eigenvalues j ≤ 1) ∧ x = merminFunctional H hP T μ}
      (grandPotential hH T μ) := by
  constructor
  · have hF := fermiOperator_isHermitian hH T μ
    have hocc : ∀ j, 0 ≤ hF.eigenvalues j ∧ hF.eigenvalues j ≤ 1 := by
      intro j
      obtain ⟨i, hi⟩ := fermiOperator_eigenvalues hH T μ hF j
      rw [hi]
      exact ⟨(fermi_bounds _ _ _).1.le, (fermi_bounds _ _ _).2.le⟩
    exact ⟨_, hF, hocc, ((mermin_principle hH hF hT μ hocc).2.mpr rfl).symm⟩
  · rintro x ⟨P, hP, hocc, rfl⟩
    exact (mermin_principle hH hP hT μ hocc).1

end MatrixMermin
```

```lean
#print axioms MatrixMermin.fermiOperator_eigenvalues
#print axioms MatrixMermin.grandPotential_isLeast
```

```
'MatrixMermin.fermiOperator_eigenvalues' depends on axioms: [propext, Classical.choice, Quot.sound]
'MatrixMermin.grandPotential_isLeast' depends on axioms: [propext, Classical.choice, Quot.sound]
```

## The inequality, its equality case and the minimum

Let $\lambda_i$ be the eigenvalues of $H$ and $p_j$ those of $P$, and let $s(p)=-p\ln p-(1-p)\ln(1-p)$, with $s(0)=s(1)=0$. The two quantities compared are

$$F[P]=\operatorname{Re}\operatorname{tr}\big((H-\mu)P\big)-T\sum_j s(p_j),\qquad
\Omega=-T\sum_i\ln\!\big(1+e^{(\mu-\lambda_i)/T}\big).$$

In the file they are `merminFunctional` and `grandPotential`. The theorem `mermin_principle` states that, for $T>0$ and all $p_j$ in $[0,1]$, one has $\Omega\le F[P]$, with equality exactly when $P=f(H)$, where $f(e)=1/(1+e^{(e-\mu)/T})$. The theorem `grandPotential_isLeast` adds that, under the same conditions on $T$ and $P$, $\Omega$ is the least element of the set of values $F[P]$, so the bound is attained.

## Occupations, units and the role of $H$

The index type `n` labels an orthonormal basis of spin orbitals, so there is no spin factor of two. The temperature `T` is an energy, $k_BT$, and the entropy is in units of $k_B$. The trace of a product of two Hermitian matrices is real, so taking `.re` only converts the type.

The hypothesis `hocc` says that every $p_j$ lies in $[0,1]$: an occupation cannot be negative, and by the Pauli principle it cannot exceed one. `fermiOperator` is $f(H)$, built as $U\,\mathrm{diag}(f(\lambda_i))\,U^\dagger$ from the eigenvector matrix $U$ of $H$.

Mermin's principle for interacting electrons varies a many-particle statistical operator and leads to a functional of the density. Here $H$ is a fixed one-particle matrix, with no interaction and no self-consistency. In both cases the temperature and $\mu$ are given, not the particle number. For such a non-interacting model in a finite basis, any approximate density matrix $P$ with occupations in $[0,1]$ gives an upper bound $F[P]$ to the grand potential, provided that the entropy is evaluated exactly from the eigenvalues of $P$.

## Reduction to single levels

Let $u_i$ and $v_j$ be orthonormal eigenvectors of $H$ and $P$, the columns of $U$ and $V$. Put $W=U^\dagger V$, so that $W_{ij}=\langle u_i|v_j\rangle$, and $w_{ij}=|W_{ij}|^2$. Since $W$ is unitary (`overlap_unitary`),

$$\sum_j w_{ij}=1,\qquad \sum_i w_{ij}=1,$$

which are `row_sum` and `col_sum`. Evaluating the trace in the eigenvectors of $P$ and expanding each $v_j$ in the $u_i$ gives

$$\operatorname{tr}\big((H-\mu)P\big)=\sum_j p_j\langle v_j|H-\mu|v_j\rangle=\sum_{ij}w_{ij}(\lambda_i-\mu)p_j.$$

This is `trace_overlap`, with `spectralOp_shift` accounting for the $-\mu$. The unit sums also allow the single sums to be written over pairs: $\sum_j s(p_j)=\sum_{ij}w_{ij}s(p_j)$, and likewise for the logarithms in $\Omega$. Subtracting gives `mermin_excess`:

$$F[P]-\Omega=\sum_{ij}w_{ij}\,g(\lambda_i,p_j),\qquad
g(e,p)=(e-\mu)p-Ts(p)+T\ln\!\big(1+e^{(\mu-e)/T}\big).$$

The function $g$, called `levelExcess`, is the excess free energy of one level of energy $e$ held at occupation $p$.

## One level is optimal at the Fermi-Dirac occupation

Write $x=(\mu-e)/T$ and $f=f(e)$. Then $f=e^x/(1+e^x)$ and $1-f=1/(1+e^x)$, so $\ln f=x-\ln(1+e^x)$ and $\ln(1-f)=-\ln(1+e^x)$. Therefore

$$T\Big[p\ln\frac pf+(1-p)\ln\frac{1-p}{1-f}\Big]=T\big[-s(p)-px+\ln(1+e^x)\big]=g(e,p).$$

This is `levelExcess_eq`: the excess is $T$ times a relative entropy.

Suppose $p\ne f$. For $p>0$, the inequality $\ln y<y-1$ at $y=f/p\neq1$, multiplied by $p$, gives $p\ln(p/f)>p-f$. For $p=0$ the left side is zero and the right side is $-f<0$. This is `relEntropy_pos`. Applied to $1-p$ and $1-f$, it gives a second term larger than $f-p$. The two lower bounds cancel in the sum, so $g>0$. At $p=f$ both logarithms vanish and $g=0$. Together these statements form `levelExcess_min`.

## Equality and attainment

All terms $w_{ij}\,g(\lambda_i,p_j)$ are non-negative, which proves $F[P]\ge\Omega$. Equality holds exactly when every term vanishes, that is, when each pair has $W_{ij}=0$ or $p_j=f(\lambda_i)$. Both cases are contained in

$$f(\lambda_i)\,W_{ij}=W_{ij}\,p_j\quad\text{for all }i,j.$$

In matrix form this reads $D_fU^\dagger V=U^\dagger VD_p$, with $D_f$ and $D_p$ the diagonal matrices of the $f(\lambda_i)$ and the $p_j$. Multiplying by $U$ on the left and $V^\dagger$ on the right turns it into $UD_fU^\dagger=VD_pV^\dagger$, which is $f(H)=P$; multiplying by $U^\dagger$ and $V$ reverses the step. The lemma `spectralOp_eq_iff` carries out both directions.

It remains to see that $f(H)$ is itself an allowed density matrix. It is Hermitian because the $f(\lambda_i)$ are real. Take $P=f(H)$ in the criterion above. For each $j$ the column sum $\sum_i w_{ij}=1$ forces some $W_{ij}\ne0$, and for that $i$ one has $p_j=f(\lambda_i)$, which lies strictly between 0 and 1. This is `fermiOperator_eigenvalues`, proved by contradiction: if no $i$ matched, the whole column would vanish. Hence $f(H)$ satisfies `hocc`, and the equality case gives $F[f(H)]=\Omega$.
